# A positive radial orbital that vanishes at infinity decays at least exponentially if its level stays at least a fixed positive depth below the potential

Atomic units are used. The function $u$ is a reduced radial orbital ($r$ times the radial wavefunction), $p=u'$ is its slope, $e$ is its level, and $v$ is the effective potential, including any centrifugal term. In powers such as $e^{-kr}$ the letter $e$ is Euler's number. On $[R,\infty)$ they satisfy

$$u>0,\qquad u''=2(v-e)u .$$

The main result, `orbital_tail_le`, adds the hypotheses $v-e\ge k^2/2$ with $k>0$ and $u\to0$, and concludes that

$$u(r)\le u(R)\,e^{-k(r-R)}\qquad(r\ge R).$$

For a single Kohn–Sham orbital in a given spherical potential, this ties the decay of the tail to the depth of the level below the potential.

In Lean, `IsOrbitalTail v e R u p` collects positivity (`pos`), the slope (`slope`) and the radial equation (`radial`). `Ici R` is $[R,\infty)$, so derivatives at $R$ are one-sided. Every positive $C^2$ solution qualifies. A potential with a jump at some $r>R$ is excluded, because $u'$ has to be differentiable there, so $R$ must be taken at or beyond the last jump (at the jump itself, $v(R)$ has to be the limit from outside). Neither normalisation nor self-consistency of $v$ is required, and the existence of $u$ is assumed. The lemma `restrict` moves the starting radius outwards.

```lean
import Mathlib

open Filter Topology Set

namespace OrbitalTailDecay

/-- A positive radial orbital `u` with slope `p` on `[R, ∞)` that solves the radial equation
`u'' = 2 (v - e) u` in the effective potential `v` at the level `e` (atomic units). -/
structure IsOrbitalTail (v : ℝ → ℝ) (e R : ℝ) (u p : ℝ → ℝ) : Prop where
  pos : ∀ r, R ≤ r → 0 < u r
  slope : ∀ r, R ≤ r → HasDerivWithinAt u (p r) (Ici R) r
  radial : ∀ r, R ≤ r → HasDerivWithinAt p (2 * (v r - e) * u r) (Ici R) r

/-- An orbital tail on `[R, ∞)` is also an orbital tail on `[S, ∞)` for every `S ≥ R`. -/
theorem IsOrbitalTail.restrict {v u p : ℝ → ℝ} {e R S : ℝ} (h : IsOrbitalTail v e R u p)
    (hS : R ≤ S) : IsOrbitalTail v e S u p where
  pos r hr := h.pos r (hS.trans hr)
  slope r hr := (h.slope r (hS.trans hr)).mono (Ici_subset_Ici.mpr hS)
  radial r hr := (h.radial r (hS.trans hr)).mono (Ici_subset_Ici.mpr hS)
```

## Positivity and the radial equation

Positivity means that $R$ lies beyond the outermost node, with the sign of the orbital chosen accordingly. The radial equation enters through the combination $w=u'+ku$:

$$\bigl(w\,e^{-kr}\bigr)'=(u''+ku'-ku'-k^2u)\,e^{-kr}=\bigl(2(v-e)-k^2\bigr)u\,e^{-kr}.$$

Since $u>0$, the sign of the right-hand side is that of $2(v-e)-k^2$. In the proof, `weighted_slope` supplies the derivative of a function times an exponential, and `monotone_of_slope` turns a nonnegative slope into monotonicity.

Positivity at $R$ alone would not support the lower bound proved further down. With $v-e=K^2/2$, $K>0$ and $R=0$, the solution $2e^{-Kr}-e^{Kr}$ starts at $1$ but falls below $e^{-Kr}$ at once.

```lean
/-- A function whose slope is nonnegative on `[R, ∞)` never decreases there. -/
theorem monotone_of_slope {f f' : ℝ → ℝ} {R : ℝ}
    (h : ∀ r, R ≤ r → HasDerivWithinAt f (f' r) (Ici R) r)
    (h0 : ∀ r, R ≤ r → 0 ≤ f' r) : MonotoneOn f (Ici R) := by
  have hd : ∀ r ∈ interior (Ici R), HasDerivAt f (f' r) r := by
    intro r hr
    rw [interior_Ici] at hr
    exact (h r (le_of_lt hr)).hasDerivAt (Ici_mem_nhds hr)
  refine monotoneOn_of_deriv_nonneg (convex_Ici R)
    (fun r hr => (h r hr).continuousWithinAt)
    (fun r hr => (hd r hr).differentiableAt.differentiableWithinAt) (fun r hr => ?_)
  rw [(hd r hr).deriv]
  exact h0 r (interior_subset hr)

/-- The slope of a function weighted by `exp (q r)` is `(f' + q f) exp (q r)`. -/
theorem weighted_slope {f : ℝ → ℝ} {f' r : ℝ} {s : Set ℝ} (q : ℝ)
    (h : HasDerivWithinAt f f' s r) :
    HasDerivWithinAt (fun x => f x * Real.exp (q * x))
      ((f' + q * f r) * Real.exp (q * r)) s r := by
  have he : HasDerivAt (fun x => Real.exp (q * x)) (q * Real.exp (q * r)) r :=
    (((hasDerivAt_id' r).const_mul q).exp).congr_deriv (by ring)
  exact (h.mul he.hasDerivWithinAt).congr_deriv (by ring)
```

## A level at least $k^2/2$ below the potential

The condition $v-e\ge k^2/2$ places the whole region $r\ge R$ in the classically forbidden zone, with a uniform minimum depth. It makes the derivative above nonnegative. If $w(s)>0$ at some $s\ge R$, then for $r\ge s$

$$w(r)\ge w(s)\,e^{k(r-s)}\ge w(s)=:c>0 .$$

This is the first half of `slope_le`, where `hv` gives the sign and `hm` the monotonicity.

A depth that is merely positive at each $r$ is not enough. The function $u=1/r$ on $[1,\infty)$ solves the equation with $v-e=1/r^2$, which is a $p$-wave centrifugal barrier at zero energy, and it decays more slowly than any exponential.

## An orbital that vanishes at infinity

The condition $u\to0$, written `Tendsto u atTop (𝓝 0)`, selects the decaying solution, which is the behaviour of a bound state. It rules out $w(s)>0$ as follows. Far enough out, $u<c/(2k)$, so

$$u'=w-ku>c-\tfrac c2=\tfrac c2 .$$

Over a further distance $1/k$ the orbital then rises by at least $c/(2k)$. As it started above zero, it ends above $c/(2k)$, a contradiction. Hence $u'\le-ku$ throughout $[R,\infty)$.

The second half of `slope_le` follows these steps. It takes `max s T` as the far radius, shows that $u-cr/2$ is monotone beyond it, and compares the values at `max s T` and `max s T + 1 / k`. The division by $k$ uses $k>0$.

```lean
/-- If the potential lies at least `k² / 2` above the level, with `k > 0`, and the positive orbital
tends to zero, then its slope satisfies `u' ≤ -k u`. -/
theorem slope_le {v u p : ℝ → ℝ} {e R k s : ℝ} (h : IsOrbitalTail v e R u p) (hk : 0 < k)
    (hv : ∀ r, R ≤ r → k ^ 2 / 2 ≤ v r - e) (hu : Tendsto u atTop (𝓝 0)) (hs : R ≤ s) :
    p s + k * u s ≤ 0 := by
  by_contra hneg
  have hpos : 0 < p s + k * u s := not_le.mp hneg
  -- once positive, `u' + k u` stays above a positive constant
  obtain ⟨c, hc, hw⟩ : ∃ c, 0 < c ∧ ∀ r, s ≤ r → c ≤ p r + k * u r := by
    refine ⟨p s + k * u s, hpos, fun r hr => ?_⟩
    have hm : MonotoneOn (fun x => (p x + k * u x) * Real.exp (-k * x)) (Ici R) := by
      refine monotone_of_slope (fun x hx => weighted_slope (-k)
        (f := fun y => p y + k * u y) ((h.radial x hx).add ((h.slope x hx).const_mul k)))
        (fun x hx => ?_)
      have := mul_nonneg (mul_nonneg (show 0 ≤ 2 * (v x - e) - k ^ 2 by linarith [hv x hx])
        (h.pos x hx).le) (Real.exp_pos (-k * x)).le
      linarith
    have h1 : (p s + k * u s) * Real.exp (-k * s) ≤ (p r + k * u r) * Real.exp (-k * r) :=
      hm hs (hs.trans hr) hr
    have h2 : Real.exp (-k * r) ≤ Real.exp (-k * s) :=
      Real.exp_le_exp.mpr (by nlinarith [mul_nonneg hk.le (sub_nonneg.mpr hr)])
    exact le_of_mul_le_mul_right ((mul_le_mul_of_nonneg_left h2 hpos.le).trans h1)
      (Real.exp_pos _)
  -- far out `u` is small, so its slope exceeds `c / 2`, which is incompatible with decay
  have hck : 0 < c / (2 * k) := by positivity
  obtain ⟨T, hT⟩ := eventually_atTop.mp ((tendsto_order.1 hu).2 _ hck)
  have hsM : s ≤ max s T := le_max_left _ _
  have hTM : T ≤ max s T := le_max_right _ _
  have hm : MonotoneOn (fun x => u x - c / 2 * x) (Ici (max s T)) := by
    refine monotone_of_slope (fun x hx => ((h.restrict (hs.trans hsM)).slope x hx).sub
      ((hasDerivAt_id' x).const_mul (c / 2)).hasDerivWithinAt) (fun x hx => ?_)
    have h1 := (lt_div_iff₀ (by positivity)).mp (hT x (hTM.trans hx))
    linarith [hw x (hsM.trans hx)]
  have hk' : 0 < 1 / k := by positivity
  have hle : max s T ≤ max s T + 1 / k := by linarith
  have h1 : u (max s T) - c / 2 * max s T
      ≤ u (max s T + 1 / k) - c / 2 * (max s T + 1 / k) := hm (le_refl (max s T)) hle hle
  have h2 := hT _ (hTM.trans hle)
  have h3 : c / (2 * k) = c / 2 * (1 / k) := by ring
  have h4 := h.pos _ (hs.trans hsM)
  rw [h3] at h2
  linarith
```

## A level at most $K^2/2$ below the potential

For a lower bound on the tail, the depth is instead assumed to be limited from above: $v-e\le K^2/2$ with $K\ge0$. Now set $w=u'+Ku$, so that $w\,e^{-Kr}$ never increases. If $w(s)=-c<0$, then $w(r)\le-c\,e^{K(r-s)}\le-c$ for $r\ge s$, and since $Ku\ge0$, also $u'\le-c$. The orbital would reach zero or below by $r=s+u(s)/c$, against positivity. Hence $u'\ge-Ku$, which is `slope_ge`; decay at infinity is not used.

Without a limit on the depth the tail can fall faster than every exponential: $u=e^{-r^2/2}$ on $[2,\infty)$ has $v-e=(r^2-1)/2$.

```lean
/-- If the potential lies at most `K² / 2` above the level, with `K ≥ 0`, then the slope of
the positive orbital satisfies `u' ≥ -K u`. -/
theorem slope_ge {v u p : ℝ → ℝ} {e R K s : ℝ} (h : IsOrbitalTail v e R u p) (hK : 0 ≤ K)
    (hv : ∀ r, R ≤ r → v r - e ≤ K ^ 2 / 2) (hs : R ≤ s) : 0 ≤ p s + K * u s := by
  by_contra hneg
  have hlt : p s + K * u s < 0 := not_le.mp hneg
  obtain ⟨c, hc, hw⟩ : ∃ c, 0 < c ∧ ∀ r, s ≤ r → p r + K * u r ≤ -c := by
    refine ⟨-(p s + K * u s), by linarith, fun r hr => ?_⟩
    rw [neg_neg]
    have hm : MonotoneOn (fun x => -((p x + K * u x) * Real.exp (-K * x))) (Ici R) := by
      refine monotone_of_slope (fun x hx => (weighted_slope (-K)
        (f := fun y => p y + K * u y)
        ((h.radial x hx).add ((h.slope x hx).const_mul K))).neg) (fun x hx => ?_)
      have := mul_nonneg (mul_nonneg (show 0 ≤ K ^ 2 - 2 * (v x - e) by linarith [hv x hx])
        (h.pos x hx).le) (Real.exp_pos (-K * x)).le
      linarith
    have h1 : -((p s + K * u s) * Real.exp (-K * s))
        ≤ -((p r + K * u r) * Real.exp (-K * r)) := hm hs (hs.trans hr) hr
    have h2 : Real.exp (-K * r) ≤ Real.exp (-K * s) :=
      Real.exp_le_exp.mpr (by nlinarith [mul_nonneg hK (sub_nonneg.mpr hr)])
    exact le_of_mul_le_mul_right
      ((neg_le_neg_iff.mp h1).trans (mul_le_mul_of_nonpos_left h2 hlt.le)) (Real.exp_pos _)
  -- a slope below `-c` would drive the orbital to zero at a finite radius
  have hm : MonotoneOn (fun x => -u x - c * x) (Ici s) := by
    refine monotone_of_slope (fun x hx => ((h.restrict hs).slope x hx).neg.sub
      ((hasDerivAt_id' x).const_mul c).hasDerivWithinAt) (fun x hx => ?_)
    linarith [hw x hx, mul_nonneg hK (h.pos x (hs.trans hx)).le]
  have hle : s ≤ s + u s / c := by linarith [div_pos (h.pos s hs) hc]
  have h1 : -u s - c * s ≤ -u (s + u s / c) - c * (s + u s / c) := hm (le_refl s) hle hle
  have h2 : c * (u s / c) = u s := by field_simp
  linarith [h.pos _ (hs.trans hle)]
```

The two slope inequalities integrate directly. From $u'\le-ku$,

$$\bigl(u\,e^{kr}\bigr)'=(u'+ku)\,e^{kr}\le0,\qquad\text{so}\qquad u(r)\,e^{kr}\le u(R)\,e^{kR},$$

and division by $e^{kr}$ gives the upper bound. In `orbital_tail_le` the decreasing function appears with a minus sign so that `monotone_of_slope` applies.

```lean
/-- A positive orbital that tends to zero, at a level at least `k² / 2` below the potential on
`[R, ∞)` with `k > 0`, obeys `u(r) ≤ u(R) exp (-k (r - R))` for `r ≥ R`. -/
theorem orbital_tail_le {v u p : ℝ → ℝ} {e R k r : ℝ} (h : IsOrbitalTail v e R u p)
    (hk : 0 < k) (hv : ∀ r, R ≤ r → k ^ 2 / 2 ≤ v r - e) (hu : Tendsto u atTop (𝓝 0))
    (hr : R ≤ r) : u r ≤ u R * Real.exp (-k * (r - R)) := by
  -- `u exp (k r)` never increases
  have hm : MonotoneOn (fun x => -(u x * Real.exp (k * x))) (Ici R) :=
    monotone_of_slope (fun x hx => (weighted_slope k (h.slope x hx)).neg) (fun x hx => by
      nlinarith [slope_le h hk hv hu hx, Real.exp_pos (k * x)])
  have h1 : -(u R * Real.exp (k * R)) ≤ -(u r * Real.exp (k * r)) := hm (le_refl R) hr hr
  have h2 : Real.exp (-k * (r - R)) * Real.exp (k * r) = Real.exp (k * R) := by
    rw [← Real.exp_add]
    congr 1
    ring
  refine le_of_mul_le_mul_right ?_ (Real.exp_pos (k * r))
  rw [mul_assoc, h2]
  linarith
```

In the same way, $u'\ge-Ku$ makes $u\,e^{Kr}$ nondecreasing, and so $u(r)\ge u(R)\,e^{-K(r-R)}$.

```lean
/-- A positive orbital at a level at most `K² / 2` below the potential on `[R, ∞)`, with
`K ≥ 0`, obeys `u(r) ≥ u(R) exp (-K (r - R))` for `r ≥ R`. -/
theorem le_orbital_tail {v u p : ℝ → ℝ} {e R K r : ℝ} (h : IsOrbitalTail v e R u p)
    (hK : 0 ≤ K) (hv : ∀ r, R ≤ r → v r - e ≤ K ^ 2 / 2) (hr : R ≤ r) :
    u R * Real.exp (-K * (r - R)) ≤ u r := by
  have hm : MonotoneOn (fun x => u x * Real.exp (K * x)) (Ici R) :=
    monotone_of_slope (fun x hx => weighted_slope K (h.slope x hx)) (fun x hx =>
      mul_nonneg (slope_ge h hK hv hx) (Real.exp_pos _).le)
  have h1 : u R * Real.exp (K * R) ≤ u r * Real.exp (K * r) := hm (le_refl R) hr hr
  have h2 : Real.exp (-K * (r - R)) * Real.exp (K * r) = Real.exp (K * R) := by
    rw [← Real.exp_add]
    congr 1
    ring
  refine le_of_mul_le_mul_right ?_ (Real.exp_pos (K * r))
  rw [mul_assoc, h2]
  exact h1
```

## A potential that tends to an asymptotic level

Suppose that $v\to v_\infty$, $u\to0$ and $k^2/2<v_\infty-e<K^2/2$, with $k>0$ and $K\ge0$. The strict inequalities leave room for $v$ to settle: beyond some radius $S\ge R$, $v-e$ itself lies between $k^2/2$ and $K^2/2$. Applying both bounds from $S$ and squaring gives, for $r\ge S$,

$$u(S)^2e^{-2K(r-S)}\le u(r)^2\le u(S)^2e^{-2k(r-S)} .$$

The proof takes `max R T` as $S$, where `T` comes from the limit of $v$, and uses `restrict` to start there. The statement concerns the radial density of one orbital, not a sum over occupied orbitals.

Equality $k^2/2=v_\infty-e$ would be too much to allow. Hydrogen 1s has $v_\infty-e=1/2$, but its $u^2\propto r^2e^{-2r}$ exceeds the bound with $k=1$ from any starting radius $S>0$.

```lean
/-- Let the potential tend to `vinf` and the orbital to zero. If `k² / 2 < vinf - e < K² / 2`
with `k > 0` and `K ≥ 0`, then from some radius `S` on the radial density `u²` lies between
exponentials of rates `2 K` and `2 k` that start from its value at `S`. -/
theorem density_decay_of_asymptotic_level {v u p : ℝ → ℝ} {e R k K vinf : ℝ}
    (h : IsOrbitalTail v e R u p) (hu : Tendsto u atTop (𝓝 0))
    (hv : Tendsto v atTop (𝓝 vinf)) (hk : 0 < k) (hK : 0 ≤ K)
    (hlow : k ^ 2 / 2 < vinf - e) (hhigh : vinf - e < K ^ 2 / 2) :
    ∃ S, R ≤ S ∧ ∀ r, S ≤ r → u S ^ 2 * Real.exp (-2 * K * (r - S)) ≤ u r ^ 2 ∧
      u r ^ 2 ≤ u S ^ 2 * Real.exp (-2 * k * (r - S)) := by
  have ev1 := (tendsto_order.1 hv).1 (e + k ^ 2 / 2) (by linarith)
  have ev2 := (tendsto_order.1 hv).2 (e + K ^ 2 / 2) (by linarith)
  obtain ⟨T, hT⟩ := eventually_atTop.mp (ev1.and ev2)
  refine ⟨max R T, le_max_left _ _, fun r hr => ?_⟩
  have hS := h.restrict (le_max_left R T)
  have hup := orbital_tail_le hS hk
    (fun x hx => by linarith [(hT x ((le_max_right R T).trans hx)).1]) hu hr
  have hdn := le_orbital_tail hS hK
    (fun x hx => by linarith [(hT x ((le_max_right R T).trans hx)).2]) hr
  have hsq : ∀ q : ℝ, Real.exp (-2 * q * (r - max R T))
      = Real.exp (-q * (r - max R T)) ^ 2 := by
    intro q
    rw [sq, ← Real.exp_add]
    congr 1
    ring
  rw [hsq, hsq, ← mul_pow, ← mul_pow]
  exact ⟨pow_le_pow_left₀ (mul_pos (hS.pos _ le_rfl) (Real.exp_pos _)).le hdn 2,
    pow_le_pow_left₀ (hS.pos r hr).le hup 2⟩
```

## Hydrogen 1s, and a solution that grows

The function $r\,e^{-r}$ (normalised, $2r\,e^{-r}$) meets every hypothesis of the upper bound on $[4,\infty)$ with $k=1/2$, because there $v-e=\tfrac12-\tfrac1r\ge\tfrac14\ge\tfrac18$. The prefactor does not matter, since the bound is linear in $u$.

```lean
/-- The unnormalised reduced radial orbital `r exp (-r)` of hydrogen 1s, with `v = -1/r` and
`e = -1/2`, is an orbital tail on `[4, ∞)`, tends to zero, and has `v - e ≥ k² / 2` there for
`k = 1/2`. -/
theorem hydrogen_witness :
    IsOrbitalTail (fun r => -1 / r) (-1 / 2) 4 (fun r => r * Real.exp (-r))
      (fun r => (1 - r) * Real.exp (-r)) ∧
    Tendsto (fun r : ℝ => r * Real.exp (-r)) atTop (𝓝 0) ∧
    ∀ r : ℝ, 4 ≤ r → (1 / 2 : ℝ) ^ 2 / 2 ≤ -1 / r - (-1 / 2) := by
  have hd : ∀ x : ℝ, HasDerivAt (fun y => Real.exp (-y)) (-Real.exp (-x)) x := fun x =>
    ((hasDerivAt_id' x).fun_neg.exp).congr_deriv (by ring)
  refine ⟨⟨fun r hr => ?_, fun r hr => ?_, fun r hr => ?_⟩, ?_, fun r hr => ?_⟩
  · exact mul_pos (by linarith) (Real.exp_pos _)
  · exact (((hasDerivAt_id' r).fun_mul (hd r)).congr_deriv (by ring)).hasDerivWithinAt
  · have hr0 : r * r⁻¹ = 1 := mul_inv_cancel₀ (by linarith)
    refine ((((hasDerivAt_id' r).const_sub 1).fun_mul (hd r)).congr_deriv ?_).hasDerivWithinAt
    linear_combination 2 * Real.exp (-r) * hr0
  · simpa only [pow_one] using Real.tendsto_pow_mul_exp_neg_atTop_nhds_zero 1
  · have h1 : 1 / r ≤ 1 / 4 := one_div_le_one_div_of_le (by norm_num) hr
    have h2 : -1 / r = -(1 / r) := by ring
    rw [h2]
    linarith
```

If nothing restrains the orbital at infinity, the upper bound can fail. In the constant potential $v=e+k^2/2$, the positive solution $e^{kr}$ exceeds $e^{kR}e^{-k(r-R)}$ at every $r>R$. Some condition that excludes exponential growth is therefore needed, and $u\to0$ is the one assumed here.

```lean
/-- For `k > 0` the growing exponential `exp (k r)` is an orbital tail in the constant potential
`e + k² / 2`, and it exceeds the bound `u(R) exp (-k (r - R))` at every `r > R`. -/
theorem growing_solution_violates_bound (e R : ℝ) {k : ℝ} (hk : 0 < k) :
    IsOrbitalTail (fun _ => e + k ^ 2 / 2) e R (fun r => Real.exp (k * r))
      (fun r => k * Real.exp (k * r)) ∧
    ∀ r, R < r → Real.exp (k * R) * Real.exp (-k * (r - R)) < Real.exp (k * r) := by
  have hd : ∀ x : ℝ, HasDerivAt (fun y => Real.exp (k * y)) (k * Real.exp (k * x)) x :=
    fun x => (((hasDerivAt_id' x).const_mul k).exp).congr_deriv (by ring)
  refine ⟨⟨fun r _ => Real.exp_pos _, fun r _ => (hd r).hasDerivWithinAt, fun r _ =>
    (((hd r).const_mul k).congr_deriv (by ring)).hasDerivWithinAt⟩, fun r hr => ?_⟩
  rw [← Real.exp_add]
  exact Real.exp_lt_exp.mpr (by nlinarith [mul_pos hk (sub_pos.mpr hr)])

end OrbitalTailDecay
```

```lean
#print axioms OrbitalTailDecay.density_decay_of_asymptotic_level
-- 'OrbitalTailDecay.density_decay_of_asymptotic_level' depends on axioms: [propext, Classical.choice, Quot.sound]
#print axioms OrbitalTailDecay.growing_solution_violates_bound
-- 'OrbitalTailDecay.growing_solution_violates_bound' depends on axioms: [propext, Classical.choice, Quot.sound]
```
